# Symmetry-enforced degeneracy at K in a two-band spinless honeycomb model

## Symmetries as 2×2 matrices

We represent the symmetries at the Brillouin-zone corner $K$ by their action on two states, the Bloch states of sublattices 0 and 1. With $\omega=e^{2\pi i/3}$, the rotation about a hexagon centre is taken to be $C_3=\mathrm{diag}(\omega,\omega^2)$. This form is assumed, not derived from the lattice.

Inversion and spinless time reversal each exchange $K$ with the opposite corner, so their product preserves $K$. It acts by complex conjugation followed by exchange of the sublattices, and a Hamiltonian $H$ has this symmetry when $\sigma_x\overline{H}\sigma_x=H$, where $\sigma_x$ is the exchange matrix.

## Three conditions leave one real energy

The theorem `dirac_point_protected` says that a complex $2\times2$ matrix $H$ is Hermitian, commutes with $C_3$ and satisfies the antiunitary condition if and only if $H=E\,\mathbf 1$ for some real $E$.

The off-diagonal entries of $C_3H=HC_3$ read
$$\omega H_{01}=\omega^2H_{01},\qquad \omega^2H_{10}=\omega H_{10}.$$
Since $\omega\neq\omega^2$, both entries vanish; the diagonal equations hold automatically. Next,
$$\sigma_x\overline H\sigma_x=\begin{pmatrix}\overline{H_{11}}&\overline{H_{10}}\\ \overline{H_{01}}&\overline{H_{00}}\end{pmatrix},$$
so the antiunitary condition means $H_{11}=\overline{H_{00}}$ and $H_{10}=\overline{H_{01}}$. Hermiticity makes $H_{00}$ real, hence $H_{11}=H_{00}=E$. Conversely, $E\,\mathbf 1$ with real $E$ meets all three conditions.

A splitting at $K$ in a non-interacting, spinless two-band calculation with this symmetry action therefore signals a broken symmetry.

The same argument without the antiunitary condition gives $H=\mathrm{diag}(E_0,E_1)$ with independent real energies. Inequivalent sublattices can produce such a splitting $|E_0-E_1|$; so can broken time reversal with equivalent sublattices, for example through complex second-neighbour hoppings.

## Equal hoppings at K

For real nearest-neighbour hoppings $t_0,t_1,t_2$ and Bloch phases $\theta_1,\theta_2$, take equal on-site energies, set to zero, and no further hoppings. The Hamiltonian then has zero diagonal, $H_{01}=f$ and $H_{10}=\overline f$, where
$$f=t_0+t_1e^{i\theta_1}+t_2e^{i\theta_2}.$$
It satisfies the antiunitary condition at every wavevector. At $K$ the phases are $2\pi/3$ and $4\pi/3$, so commuting with $C_3$ means $t_0+t_1\omega+t_2\omega^2=0$. Subtracting $t_2(1+\omega+\omega^2)=0$ leaves
$$(t_0-t_2)+(t_1-t_2)\omega=0.$$
Since $\omega$ is not real, the imaginary part gives $t_1=t_2$, and then $t_0=t_2$. Equal hoppings conversely give $f=0$. The result concerns $K$ itself; with unequal hoppings a crossing may survive at another wavevector.

## The isotropic cone

Write the displacement from $K$ as a complex number $q$, and take the linear Hamiltonian $L(q)=qA+\bar qA^\dagger$. Threefold covariance, $C_3L(q)=L(\omega q)C_3$ for all $q$, is a hypothesis here; `linearH` is not derived from `bloch`. Comparing coefficients of $q$ gives $C_3A=\omega AC_3$, or by entries
$$\omega A_{00}=\omega^2A_{00},\quad \omega A_{01}=A_{01},\quad \omega^2A_{10}=\omega^2A_{10},\quad \omega^2A_{11}=A_{11}.$$
Only $v=A_{10}$ survives, so
$$L(q)=\begin{pmatrix}0&\overline{qv}\\qv&0\end{pmatrix},\qquad L(q)^2=|v|^2|q|^2\,\mathbf 1.$$
As $L(q)$ is Hermitian and traceless, its energies are $\pm|v||q|$. This is a cone when $v\neq0$; symmetry alone permits $v=0$. If $q$ is a wavevector, $|v|$ is $\hbar$ times the velocity.

## The Lean file

```lean
import Mathlib

open Matrix ComplexConjugate

namespace GrapheneDiracPoint

noncomputable section

/-- The cube root of unity `exp(2πi/3)`. -/
def ω : ℂ := Complex.exp (2 * Real.pi * Complex.I / 3)

/-- The threefold rotation acting on the two sublattice states at the corner `K`. -/
def C3 : Matrix (Fin 2) (Fin 2) ℂ := Matrix.diagonal ![ω, ω ^ 2]

/-- The Pauli matrix that exchanges the two sublattices. -/
def σx : Matrix (Fin 2) (Fin 2) ℂ := !![0, 1; 1, 0]

/-- The Pauli matrix that gives the two sublattices opposite energies. -/
def σz : Matrix (Fin 2) (Fin 2) ℂ := !![1, 0; 0, -1]

/-- Symmetry under inversion combined with spinless time reversal:
complex conjugation followed by exchange of the sublattices. -/
def PTSymmetric (H : Matrix (Fin 2) (Fin 2) ℂ) : Prop :=
  σx * H.map (starRingEnd ℂ) * σx = H

/-- The number `ω` is a cube root of unity other than one, and the three cube roots sum to zero. -/
theorem ω_facts : ω ^ 3 = 1 ∧ ω ≠ 1 ∧ 1 + ω + ω ^ 2 = 0 := by
  have h : IsPrimitiveRoot ω 3 := by
    have h := Complex.isPrimitiveRoot_exp 3 (by norm_num)
    simpa [ω] using h
  have h3 := h.pow_eq_one
  have h1 : ω ≠ 1 := h.ne_one (by norm_num)
  refine ⟨h3, h1, ?_⟩
  have hp : (ω - 1) * (1 + ω + ω ^ 2) = 0 := by linear_combination h3
  exact (mul_eq_zero.1 hp).resolve_left (sub_ne_zero.2 h1)

/-- A matrix commutes with the threefold rotation exactly when it does not mix the sublattices. -/
theorem commute_C3_iff (H : Matrix (Fin 2) (Fin 2) ℂ) :
    C3 * H = H * C3 ↔ H 0 1 = 0 ∧ H 1 0 = 0 := by
  obtain ⟨h3, h1, -⟩ := ω_facts
  constructor
  · intro h
    have key : ∀ i j, ![ω, ω ^ 2] i * H i j = H i j * ![ω, ω ^ 2] j := by
      intro i j
      have e := congrFun (congrFun h i) j
      simpa only [C3, Matrix.diagonal_mul, Matrix.mul_diagonal] using e
    have a : ω * H 0 1 = H 0 1 * ω ^ 2 := key 0 1
    have b : ω ^ 2 * H 1 0 = H 1 0 * ω := key 1 0
    -- the two rotation eigenvalues differ, so the mixing entries vanish
    have a' : (ω - 1) * H 0 1 = 0 := by
      linear_combination (-ω ^ 2) * a - (ω - 1) * H 0 1 * h3
    have b' : (ω - 1) * H 1 0 = 0 := by
      linear_combination ω ^ 2 * b - (ω - 1) * H 1 0 * h3
    exact ⟨(mul_eq_zero.1 a').resolve_left (sub_ne_zero.2 h1),
      (mul_eq_zero.1 b').resolve_left (sub_ne_zero.2 h1)⟩
  · rintro ⟨a, b⟩
    ext i j
    fin_cases i <;> fin_cases j <;>
      simp [C3, Matrix.diagonal_mul, Matrix.mul_diagonal, a, b, mul_comm]

/-- Inversion combined with time reversal ties the entries of a matrix together in
complex-conjugate pairs. -/
theorem ptSymmetric_iff (H : Matrix (Fin 2) (Fin 2) ℂ) :
    PTSymmetric H ↔ H 1 1 = conj (H 0 0) ∧ H 1 0 = conj (H 0 1) := by
  constructor
  · intro h
    have a : (σx * H.map (starRingEnd ℂ) * σx) 1 1 = conj (H 0 0) := by
      simp [σx, Matrix.mul_apply, Matrix.vecMul, dotProduct, Fin.sum_univ_two]
    have b : (σx * H.map (starRingEnd ℂ) * σx) 1 0 = conj (H 0 1) := by
      simp [σx, Matrix.mul_apply, Matrix.vecMul, dotProduct, Fin.sum_univ_two]
    unfold PTSymmetric at h
    rw [h] at a b
    exact ⟨a, b⟩
  · rintro ⟨a, b⟩
    unfold PTSymmetric
    ext i j
    fin_cases i <;> fin_cases j <;>
      simp [σx, Matrix.mul_apply, Matrix.vecMul, dotProduct, Fin.sum_univ_two, a, b]

/-- A matrix is Hermitian, threefold symmetric and symmetric under inversion with time reversal
exactly when it is a real multiple of the identity. -/
theorem dirac_point_protected (H : Matrix (Fin 2) (Fin 2) ℂ) :
    (H.IsHermitian ∧ C3 * H = H * C3 ∧ PTSymmetric H) ↔
      ∃ E : ℝ, H = (E : ℂ) • (1 : Matrix (Fin 2) (Fin 2) ℂ) := by
  constructor
  · rintro ⟨hH, hC, hP⟩
    obtain ⟨h01, h10⟩ := (commute_C3_iff H).1 hC
    have hreal : conj (H 0 0) = H 0 0 := hH.apply 0 0
    -- the on-site energies are real, and the antiunitary symmetry makes them equal
    have h11 : H 1 1 = H 0 0 := ((ptSymmetric_iff H).1 hP).1.trans hreal
    have hre : ((H 0 0).re : ℂ) = H 0 0 := Complex.conj_eq_iff_re.1 hreal
    refine ⟨(H 0 0).re, ?_⟩
    ext i j
    fin_cases i <;> fin_cases j <;> simp [h01, h10, h11, hre]
  · rintro ⟨E, rfl⟩
    refine ⟨Matrix.IsHermitian.ext ?_, by simp, (ptSymmetric_iff _).2 (by simp)⟩
    intro i j
    fin_cases i <;> fin_cases j <;> simp

/-- None of the three conditions follows from the other two: `σz` breaks only inversion with time
reversal, `σx` breaks only the threefold rotation, and `i σz` breaks only Hermiticity. -/
theorem each_condition_needed :
    (σz.IsHermitian ∧ C3 * σz = σz * C3 ∧ ¬ PTSymmetric σz) ∧
    (σx.IsHermitian ∧ ¬ C3 * σx = σx * C3 ∧ PTSymmetric σx) ∧
    (¬ (Complex.I • σz).IsHermitian ∧ C3 * (Complex.I • σz) = (Complex.I • σz) * C3 ∧
      PTSymmetric (Complex.I • σz)) := by
  refine ⟨⟨Matrix.IsHermitian.ext ?_, (commute_C3_iff _).2 (by simp [σz]), ?_⟩,
    ⟨Matrix.IsHermitian.ext ?_, ?_, (ptSymmetric_iff _).2 (by simp [σx])⟩,
    ⟨?_, (commute_C3_iff _).2 (by simp [σz]), (ptSymmetric_iff _).2 (by simp [σz])⟩⟩
  · intro i j
    fin_cases i <;> fin_cases j <;> simp [σz]
  · intro h
    have e := ((ptSymmetric_iff _).1 h).1
    norm_num [σz] at e
  · intro i j
    fin_cases i <;> fin_cases j <;> simp [σx]
  · intro h
    have e := ((commute_C3_iff _).1 h).1
    simp [σx] at e
  · intro h
    have e := congrArg Complex.im (h.apply 0 0)
    norm_num [σz] at e

/-- The sum of the three nearest-neighbour hoppings with their Bloch phases. -/
def bondSum (t₀ t₁ t₂ θ₁ θ₂ : ℝ) : ℂ :=
  t₀ + t₁ * Complex.exp (θ₁ * Complex.I) + t₂ * Complex.exp (θ₂ * Complex.I)

/-- The honeycomb Bloch Hamiltonian with three real hoppings and Bloch phases `θ₁`, `θ₂`. -/
def bloch (t₀ t₁ t₂ θ₁ θ₂ : ℝ) : Matrix (Fin 2) (Fin 2) ℂ :=
  !![0, bondSum t₀ t₁ t₂ θ₁ θ₂; conj (bondSum t₀ t₁ t₂ θ₁ θ₂), 0]

/-- The honeycomb Hamiltonian is symmetric under inversion with time reversal at every
wavevector, for any three real hoppings. -/
theorem bloch_ptSymmetric (t₀ t₁ t₂ θ₁ θ₂ : ℝ) : PTSymmetric (bloch t₀ t₁ t₂ θ₁ θ₂) :=
  (ptSymmetric_iff _).2 (by simp [bloch])

/-- At the corner `K` the honeycomb Hamiltonian has the threefold symmetry exactly when the
three hoppings are equal. -/
theorem bloch_K_commute_iff (t₀ t₁ t₂ : ℝ) :
    C3 * bloch t₀ t₁ t₂ (2 * Real.pi / 3) (4 * Real.pi / 3) =
      bloch t₀ t₁ t₂ (2 * Real.pi / 3) (4 * Real.pi / 3) * C3 ↔ t₀ = t₂ ∧ t₁ = t₂ := by
  obtain ⟨-, -, hs⟩ := ω_facts
  have e1 : Complex.exp (((2 * Real.pi / 3 : ℝ) : ℂ) * Complex.I) = ω := by
    unfold ω
    congr 1
    push_cast
    ring
  have e2 : Complex.exp (((4 * Real.pi / 3 : ℝ) : ℂ) * Complex.I) = ω ^ 2 := by
    unfold ω
    rw [← Complex.exp_nat_mul]
    congr 1
    push_cast
    ring
  have hK : bondSum t₀ t₁ t₂ (2 * Real.pi / 3) (4 * Real.pi / 3) = t₀ + t₁ * ω + t₂ * ω ^ 2 := by
    unfold bondSum
    rw [e1, e2]
  rw [commute_C3_iff]
  constructor
  · rintro ⟨h, -⟩
    have hf : (t₀ : ℂ) + t₁ * ω + t₂ * ω ^ 2 = 0 := hK.symm.trans h
    have hl : ((t₀ : ℂ) - t₂) + ((t₁ : ℂ) - t₂) * ω = 0 := by
      linear_combination hf - (t₂ : ℂ) * hs
    -- `ω` is not real, so both real coefficients vanish
    have hi : ω.im ≠ 0 := by
      intro h0
      have e := congrArg Complex.re hs
      simp [pow_two, h0] at e
      nlinarith [sq_nonneg (ω.re + 1 / 2)]
    have him : (t₁ - t₂) * ω.im = 0 := by
      have e := congrArg Complex.im hl
      simpa using e
    have h12 : t₁ = t₂ := sub_eq_zero.1 ((mul_eq_zero.1 him).resolve_right hi)
    have h02 : (t₀ : ℂ) = t₂ := by
      rw [h12] at hl
      linear_combination hl
    exact ⟨by exact_mod_cast h02, h12⟩
  · rintro ⟨rfl, rfl⟩
    have h0 : bondSum t₁ t₁ t₁ (2 * Real.pi / 3) (4 * Real.pi / 3) = 0 := by
      rw [hK]
      linear_combination (t₁ : ℂ) * hs
    simp [bloch, h0]

/-- The general Hermitian Hamiltonian linear in the real and imaginary parts of the displacement `q`
from `K`. -/
def linearH (A : Matrix (Fin 2) (Fin 2) ℂ) (q : ℂ) : Matrix (Fin 2) (Fin 2) ℂ :=
  q • A + conj q • Aᴴ

/-- If rotating the states is the same as rotating the displacement `q` by a third of a turn,
the linear Hamiltonian has a single complex coefficient, which couples the two sublattices. -/
theorem linearH_form (A : Matrix (Fin 2) (Fin 2) ℂ)
    (h : ∀ q, C3 * linearH A q = linearH A (ω * q) * C3) : A = !![0, 0; A 1 0, 0] := by
  obtain ⟨h3, hne, -⟩ := ω_facts
  -- the displacements `1` and `i` separate the part in `q` from the part in `conj q`
  have key : ∀ i j, ![ω, ω ^ 2] i * A i j = ω * A i j * ![ω, ω ^ 2] j := by
    intro i j
    have h1 := congrFun (congrFun (h 1) i) j
    have h2 := congrFun (congrFun (h Complex.I) i) j
    simp only [C3, linearH, Matrix.diagonal_mul, Matrix.mul_diagonal, Matrix.add_apply,
      Matrix.smul_apply, smul_eq_mul, map_mul, map_one, Complex.conj_I] at h1 h2
    linear_combination h1 / 2 - Complex.I / 2 * h2 +
      (![ω, ω ^ 2] i * (A i j - Aᴴ i j) -
        (ω * A i j - conj ω * Aᴴ i j) * ![ω, ω ^ 2] j) / 2 * Complex.I_sq
  have a : ω * A 0 0 = ω * A 0 0 * ω := key 0 0
  have b : ω * A 0 1 = ω * A 0 1 * ω ^ 2 := key 0 1
  have d : ω ^ 2 * A 1 1 = ω * A 1 1 * ω ^ 2 := key 1 1
  have cancel : ∀ z : ℂ, (ω - 1) * z = 0 → z = 0 := fun z hz =>
    (mul_eq_zero.1 hz).resolve_left (sub_ne_zero.2 hne)
  have a0 := cancel (A 0 0) (by linear_combination (-ω ^ 2) * a - (ω - 1) * A 0 0 * h3)
  have b0 := cancel (A 0 1) (by linear_combination b + A 0 1 * h3)
  have d0 := cancel (A 1 1) (by linear_combination (-ω) * d - (ω - 1) * A 1 1 * h3)
  ext i j
  fin_cases i <;> fin_cases j <;> simp [a0, b0, d0]

/-- The square of a threefold covariant linear Hamiltonian is the identity times `(‖A 1 0‖ * ‖q‖) ^
2`. -/
theorem dirac_cone (A : Matrix (Fin 2) (Fin 2) ℂ)
    (h : ∀ q, C3 * linearH A q = linearH A (ω * q) * C3) (q : ℂ) :
    linearH A q * linearH A q =
      ((‖A 1 0‖ : ℂ) * (‖q‖ : ℂ)) ^ 2 • (1 : Matrix (Fin 2) (Fin 2) ℂ) := by
  have hn : ∀ z : ℂ, z * conj z = (‖z‖ : ℂ) ^ 2 := fun z => by
    rw [Complex.mul_conj, Complex.normSq_eq_norm_sq, Complex.ofReal_pow]
  have hA := linearH_form A h
  generalize A 1 0 = v at hA ⊢
  have hL : linearH A q = !![0, conj q * conj v; q * v, 0] := by
    rw [hA]
    ext i j
    fin_cases i <;> fin_cases j <;> simp [linearH]
  rw [hL]
  ext i j
  fin_cases i <;> fin_cases j <;> simp [Matrix.mul_apply, Fin.sum_univ_two]
  all_goals linear_combination v * conj v * hn q + (‖q‖ : ℂ) ^ 2 * hn v

end

end GrapheneDiracPoint
```

```lean
#print axioms GrapheneDiracPoint.dirac_point_protected
-- 'GrapheneDiracPoint.dirac_point_protected' depends on axioms: [propext, Classical.choice, Quot.sound]
#print axioms GrapheneDiracPoint.bloch_ptSymmetric
-- 'GrapheneDiracPoint.bloch_ptSymmetric' depends on axioms: [propext, Classical.choice, Quot.sound]
#print axioms GrapheneDiracPoint.bloch_K_commute_iff
-- 'GrapheneDiracPoint.bloch_K_commute_iff' depends on axioms: [propext, Classical.choice, Quot.sound]
#print axioms GrapheneDiracPoint.dirac_cone
-- 'GrapheneDiracPoint.dirac_cone' depends on axioms: [propext, Classical.choice, Quot.sound]
```

## How the proof follows the algebra

`PTSymmetric` encodes the antiunitary condition, with `H.map (starRingEnd ℂ)` as entrywise conjugation. `ω_facts` obtains $1+\omega+\omega^2=0$ by factoring $\omega^3-1$ and cancelling $\omega-1\neq0$.

`commute_C3_iff` reads off matrix entries; `linear_combination` turns each off-diagonal equation into $(\omega-1)H_{ij}=0$. `ptSymmetric_iff` computes the conjugated matrix. The main theorem combines the two and uses Hermiticity to supply the real number $E$ as `(H 0 0).re`.

`each_condition_needed` tests the conditions separately: $\sigma_z=\mathrm{diag}(1,-1)$ fails only the antiunitary one, $\sigma_x$ only the rotation, and $i\sigma_z$ only Hermiticity.

`bloch_K_commute_iff` converts the phases to $\omega$ and $\omega^2$, then takes the imaginary part as above. In `linearH_form`, the coefficient of $q$ is isolated by evaluating covariance at $q=1$ and $q=i$ and combining the two equations. `dirac_cone` inserts the resulting matrix and squares it, using $z\bar z=|z|^2$.
